# A scheme change fixes the resummed amplitude $a/(1-aP)$ and moves its two-term truncation by $-c(c+2P)\,a^3$ at leading order

Take a real coupling $a$ and an amplitude equal to $a$, with no loop correction. Describe it in a second scheme with coupling $a'=a/(1+ca)$ and self-energy $c$, a real constant, assuming $1+ca\neq0$. The closed form $a'/(1-a'c)$, which is the sum of all insertions of $c$ when $|a'c|<1$, returns the original value, since $1-a'c=1/(1+ca)$ and so $a'/(1-a'c)=a$. Keeping two terms does not:
$$a'+a'^2c-a=\frac{a(1+2ca)-a(1+ca)^2}{(1+ca)^2}=-\frac{c^2a^3}{(1+ca)^2}.$$
The mismatch appears at order $a^3$, the first order that was dropped.

## Moving a constant between coupling and self-energy

Let $P$ be a real number standing for the renormalised one-loop vacuum polarisation at one momentum transfer, with the coupling factored out. A chain of $k$ insertions contributes $a(aP)^k$. The resummed amplitude and its $N$-term truncation are
$$A(a,P)=\frac{a}{1-aP},\qquad T_N(a,P)=\sum_{k=0}^{N-1}a\,(aP)^k .$$
A scheme change is $a'=a/(1+ca)$, $P'=P+c$. The constant $c$ stands for the finite difference between the counterterms of two schemes; for a change of renormalisation scale at one loop in a mass-independent scheme it is proportional to the logarithm of the ratio of scales. For $a\neq0$ the rule reads $1/a'=1/a+c$, which leaves $1/a-P$ unchanged.

Assume $1+ca\neq0$. Putting the new denominator over $1+ca$ gives
$$1-a'(P+c)=\frac{1+ca-aP-ac}{1+ca}=\frac{1-aP}{1+ca}.$$
If also $1-aP\neq0$, this is nonzero, and
$$A(a',P+c)=\frac{a}{1+ca}\cdot\frac{1+ca}{1-aP}=A(a,P).$$
The case $a=0$ is included, with both sides zero.

Conversely, let a coupling $b$ satisfy $A(b,P+c)=A(a,P)$ with both denominators nonzero. Cross-multiplying gives $b-abP=a-abP-abc$, that is $b(1+ca)=a$. If $1+ca$ vanished, then $a=0$, and $1+ca=1$, a contradiction. Hence $b=a'$.

A second change with constant $d$ has denominator $1+da'=(1+ca+da)/(1+ca)$. When $1+(c+d)a\neq0$, dividing $a'$ by it gives $a/(1+(c+d)a)$, so the constants add.

## The truncations differ no earlier than the first omitted order

The sum $(1-x)\sum_{k=0}^{N-1}x^k=1-x^N$ telescopes for every real $x$. With $x=aP$ it gives $T_N(a,P)=A(a,P)\,[1-(aP)^N]$. Both schemes share the factor $A$, and $a'(P+c)=a\,(P+c)/(1+ca)$, so
$$T_N(a',P+c)-T_N(a,P)=A(a,P)\big[(aP)^N-(a'(P+c))^N\big]=a^{N+1}\,g(a),$$
$$g(a)=\frac{P^N-\big((P+c)/(1+ca)\big)^N}{1-aP}.$$
Both denominators equal $1$ at $a=0$, so they are nonzero nearby and $g$ is continuous there. Dividing by $a^{N+1}$ for small $a\neq0$,
$$\lim_{a\to0}\frac{T_N(a',P+c)-T_N(a,P)}{a^{N+1}}=g(0)=P^N-(P+c)^N .$$
For $N=0$ both truncations are empty and the limit is $0$. For $N=1$ it is $-c$. For $N=2$, $T_2(a,P)=a+a^2P$ and the limit is $P^2-(P+c)^2=-c(c+2P)$, which is $-c^2$ at $P=0$ as found above, and which vanishes for $c=0$ and for $c=-2P$.

Varying the scheme is a way of gauging truncation error; in this one-parameter model with a single one-loop self-energy, the variation enters no earlier than the first omitted order, with a coefficient that depends on the chosen $c$. Read for scalars only, the invariance is also the two-stage screening of an interaction $v$ by a polarisation split as $P=P_r+P_d$: with $a=v$ and $c=-P_r$, screening by $P_r$ and then by $P_d$ equals screening by $P$.

## Amplitude, coupling and truncation in Lean

```lean
import Mathlib

open Filter Topology Finset

namespace SchemeChange

noncomputable section
```

All quantities are real numbers. The definition `resummed a P` is $A(a,P)$ and fixes the sign convention: positive $aP<1$ enhances the amplitude. It is the closed form and not the sum of a series, so $|aP|<1$ is never assumed and convergence of $T_N$ in $N$ is not stated.

```lean
/-- Resummed amplitude `a / (1 - a P)` for coupling `a` and self-energy `P`. -/
def resummed (a P : ℝ) : ℝ := a / (1 - a * P)
```

`newCoupling c a` is $a'$, with the constant as first argument. The shift $P'=P+c$ has no definition of its own and is written out in each theorem.

```lean
/-- Coupling `a' = a / (1 + c a)` after a scheme change with finite constant `c`. -/
def newCoupling (c a : ℝ) : ℝ := a / (1 + c * a)
```

In `truncated N a P` the index `k` runs over `range N`, that is $k=0,\dots,N-1$, as in $T_N$.

```lean
/-- The amplitude truncated after `N` terms: `a + a² P + ⋯ + a^N P^(N-1)`. -/
def truncated (N : ℕ) (a P : ℝ) : ℝ := ∑ k ∈ range N, a * (a * P) ^ k
```

The form of $A$ is postulated. No loop integral is computed, one-particle-irreducible terms beyond one loop are absent although in QED they also contribute at order $a^3$, and real $P$ excludes momenta above the pair threshold, where the polarisation is complex.

## Invariance, uniqueness and composition

`new_denominator` needs only `hc`, which keeps $a$ off the pole of the map $a\mapsto a'$. After `eq_div_iff hc` clears the fraction, the two sides differ by $-(P+c)$ times the relation $a'(1+ca)=a$, which is the coefficient passed to `linear_combination`.

```lean
/-- If `1 + c a ≠ 0`, the denominator in the new scheme is the old one divided by `1 + c a`. -/
theorem new_denominator (c P a : ℝ) (hc : 1 + c * a ≠ 0) :
    1 - newCoupling c a * (P + c) = (1 - a * P) / (1 + c * a) := by
  have h : newCoupling c a * (1 + c * a) = a := div_mul_cancel₀ a hc
  rw [eq_div_iff hc]
  linear_combination (-(P + c)) * h
```

`resummed_invariant` adds `hP`, which keeps $aP$ off the pole of $A$. Lean assigns the value $0$ to a quotient by zero, which is the reason the nonvanishing of the new denominator is part of the conclusion and the limits below exclude the point $a=0$. The last line cancels the common factor $1/(1+ca)$.

```lean
/-- If `1 + c a` and `1 - a P` are nonzero, the denominator in the new scheme is nonzero and
the resummed amplitudes of the two schemes agree. -/
theorem resummed_invariant (c P a : ℝ) (hc : 1 + c * a ≠ 0) (hP : 1 - a * P ≠ 0) :
    1 - newCoupling c a * (P + c) ≠ 0 ∧
      resummed (newCoupling c a) (P + c) = resummed a P := by
  refine ⟨?_, ?_⟩
  · rw [new_denominator c P a hc]
    exact div_ne_zero hP hc
  · unfold resummed
    rw [new_denominator c P a hc]
    unfold newCoupling
    exact div_div_div_cancel_right₀ hc _ _
```

In `newCoupling_unique`, `div_eq_div_iff` cross-multiplies, `key` is $b(1+ca)=a$, and `hc` is the argument by contradiction. The condition $1+ca\neq0$ is a conclusion here, and $a=0$ is allowed.

```lean
/-- Converse: if a coupling `b` with self-energy `P + c` reproduces the resummed amplitude of
`a` with `P`, both denominators being nonzero, then `1 + c a ≠ 0` and `b = a / (1 + c a)`. -/
theorem newCoupling_unique (c P a b : ℝ) (hP : 1 - a * P ≠ 0) (hb : 1 - b * (P + c) ≠ 0)
    (h : resummed b (P + c) = resummed a P) :
    1 + c * a ≠ 0 ∧ b = newCoupling c a := by
  unfold resummed at h
  rw [div_eq_div_iff hb hP] at h
  -- cross-multiplying, the terms in `P` cancel
  have key : b * (1 + c * a) = a := by linear_combination h
  have hc : 1 + c * a ≠ 0 := by
    intro h0
    have ha : a = 0 := by rw [← key, h0, mul_zero]
    rw [ha] at h0
    norm_num at h0
  exact ⟨hc, eq_div_of_mul_eq hc key⟩
```

`newCoupling_comp` repeats the pattern of the invariance proof, with `hden` as the formula for $1+da'$.

```lean
/-- Two successive scheme changes with constants `c` and `d` equal one with constant `c + d`: if `1
+ c a` and `1 + (c + d) a` are nonzero, the intermediate denominator `1 + d a'` is nonzero and the
couplings agree. -/
theorem newCoupling_comp (c d a : ℝ) (hc : 1 + c * a ≠ 0) (hcd : 1 + (c + d) * a ≠ 0) :
    1 + d * newCoupling c a ≠ 0 ∧
      newCoupling d (newCoupling c a) = newCoupling (c + d) a := by
  have hden : 1 + d * newCoupling c a = (1 + (c + d) * a) / (1 + c * a) := by
    have h : newCoupling c a * (1 + c * a) = a := div_mul_cancel₀ a hc
    rw [eq_div_iff hc]
    linear_combination d * h
  refine ⟨?_, ?_⟩
  · rw [hden]
    exact div_ne_zero hcd hc
  · change newCoupling c a / (1 + d * newCoupling c a) = _
    rw [hden]
    unfold newCoupling
    exact div_div_div_cancel_right₀ hc _ _
```

## The exact difference and its limit

`truncated_eq` pulls $a$ out of the sum and replaces $1-(aP)^N$ by $(1-aP)\sum_k(aP)^k$ through `mul_neg_geom_sum`; the factor $1-aP$ then cancels the denominator of $A$.

```lean
/-- If `1 - a P ≠ 0`, the `N`-term truncation is the resummed amplitude times `1 - (a P)^N`. -/
theorem truncated_eq (N : ℕ) (a P : ℝ) (hP : 1 - a * P ≠ 0) :
    truncated N a P = resummed a P * (1 - (a * P) ^ N) := by
  unfold truncated resummed
  -- finite geometric sum
  have hg := mul_neg_geom_sum (a * P) N
  rw [← Finset.mul_sum, ← hg, ← mul_assoc, div_mul_cancel₀ _ hP]
```

`truncated_difference` applies this in both schemes, using `hne` for the new denominator and `hinv` for the common factor. After `hx` extracts $a$ from $a'(P+c)$, the two `generalize` steps rename $(P+c)/(1+ca)$ and $1-aP$ as `q` and `D`, and `ring` collects $a^{N+1}$. The formula is exact at finite $a$ and holds for every natural $N$.

```lean
/-- Exact difference of the `N`-term truncations in the two schemes, for `1 + c a` and `1 - a P`
nonzero: `a^(N+1) [P^N - ((P + c)/(1 + c a))^N] / (1 - a P)`. -/
theorem truncated_difference (N : ℕ) (c P a : ℝ) (hc : 1 + c * a ≠ 0) (hP : 1 - a * P ≠ 0) :
    truncated N (newCoupling c a) (P + c) - truncated N a P =
      a ^ (N + 1) * ((P ^ N - ((P + c) / (1 + c * a)) ^ N) / (1 - a * P)) := by
  obtain ⟨hne, hinv⟩ := resummed_invariant c P a hc hP
  rw [truncated_eq N _ _ hne, truncated_eq N a P hP, hinv]
  have hx : newCoupling c a * (P + c) = a * ((P + c) / (1 + c * a)) := by
    unfold newCoupling
    ring
  rw [hx, mul_pow, mul_pow]
  unfold resummed
  generalize (P + c) / (1 + c * a) = q
  generalize 1 - a * P = D
  ring
```

In `truncated_scheme_dependence` the filter `𝓝[≠] 0` means $a\to0$ from both sides with $a\neq0$, at fixed $N$, $c$ and $P$, on which there are no hypotheses. `hcont` is the continuity of $g$ at $0$ and `hlim` evaluates $g(0)$. `e1` and `e2` say that the denominators are nonzero for all small enough $a$, and `congr'` transfers the limit from $g$ to the quotient, which equals $g$ there.

```lean
/-- The difference of the `N`-term truncations in the two schemes, divided by `a^(N+1)`,
tends to `P^N - (P + c)^N` as `a → 0` with `a ≠ 0`. -/
theorem truncated_scheme_dependence (N : ℕ) (c P : ℝ) :
    Tendsto (fun a => (truncated N (newCoupling c a) (P + c) - truncated N a P) / a ^ (N + 1))
      (𝓝[≠] 0) (𝓝 (P ^ N - (P + c) ^ N)) := by
  have h1 : ContinuousAt (fun a : ℝ => 1 + c * a) 0 := by fun_prop
  have h2 : ContinuousAt (fun a : ℝ => 1 - a * P) 0 := by fun_prop
  -- the closed form is continuous at `a = 0`
  have hcont : ContinuousAt
      (fun a : ℝ => (P ^ N - ((P + c) / (1 + c * a)) ^ N) / (1 - a * P)) 0 :=
    (continuousAt_const.sub ((continuousAt_const.div h1 (by simp)).pow N)).div h2 (by simp)
  have hlim : Tendsto (fun a : ℝ => (P ^ N - ((P + c) / (1 + c * a)) ^ N) / (1 - a * P))
      (𝓝[≠] 0) (𝓝 (P ^ N - (P + c) ^ N)) := by
    have h := hcont.tendsto.mono_left (nhdsWithin_le_nhds (s := {0}ᶜ))
    simp only [mul_zero, zero_mul, add_zero, sub_zero, div_one] at h
    exact h
  -- for small nonzero `a` both denominators are nonzero
  have e1 : ∀ᶠ a in 𝓝[≠] (0 : ℝ), 1 + c * a ≠ 0 :=
    (h1.eventually_ne (by simp)).filter_mono nhdsWithin_le_nhds
  have e2 : ∀ᶠ a in 𝓝[≠] (0 : ℝ), 1 - a * P ≠ 0 :=
    (h2.eventually_ne (by simp)).filter_mono nhdsWithin_le_nhds
  refine hlim.congr' ?_
  filter_upwards [e1, e2, self_mem_nhdsWithin] with a hc hP ha
  have ha' : a ≠ 0 := ha
  rw [truncated_difference N c P a hc hP, mul_div_cancel_left₀ _ (pow_ne_zero _ ha')]
```

`scheme_change` reads: for all real $c$ and $P$, first, at every $a$ with $1+ca\neq0$ and $1-aP\neq0$ the new denominator is nonzero and the resummed amplitudes agree; second, $[a'+a'^2(P+c)-a-a^2P]/a^3\to-c(c+2P)$. The second part is the case $N=2$, with `hval` rewriting the limit and `hnum` expanding the two-term sums.

```lean
/-- Scheme change `a' = a / (1 + c a)`, `P' = P + c`: the resummed amplitudes agree (with
nonzero new denominator) wherever `1 + c a` and `1 - a P` are nonzero, while
`[a' + a'² (P + c) - a - a² P] / a³` tends to `-c (c + 2 P)` as `a → 0` with `a ≠ 0`. -/
theorem scheme_change (c P : ℝ) :
    (∀ a, 1 + c * a ≠ 0 → 1 - a * P ≠ 0 →
      1 - newCoupling c a * (P + c) ≠ 0 ∧
        resummed (newCoupling c a) (P + c) = resummed a P) ∧
    Tendsto (fun a => (newCoupling c a + newCoupling c a ^ 2 * (P + c) - a - a ^ 2 * P) / a ^ 3)
      (𝓝[≠] 0) (𝓝 (-c * (c + 2 * P))) := by
  refine ⟨resummed_invariant c P, ?_⟩
  -- the case `N = 2` of the general result
  have h := truncated_scheme_dependence 2 c P
  have hval : P ^ 2 - (P + c) ^ 2 = -c * (c + 2 * P) := by ring
  rw [hval] at h
  refine h.congr (fun a => ?_)
  have hnum : truncated 2 (newCoupling c a) (P + c) - truncated 2 a P =
      newCoupling c a + newCoupling c a ^ 2 * (P + c) - a - a ^ 2 * P := by
    simp only [truncated, Finset.sum_range_succ, Finset.sum_range_zero]
    ring
  rw [hnum]

end

end SchemeChange
```

```lean
#print axioms SchemeChange.newCoupling_unique
#print axioms SchemeChange.newCoupling_comp
#print axioms SchemeChange.scheme_change
```

```
'SchemeChange.newCoupling_unique' depends on axioms: [propext, Classical.choice, Quot.sound]
'SchemeChange.newCoupling_comp' depends on axioms: [propext, Classical.choice, Quot.sound]
'SchemeChange.scheme_change' depends on axioms: [propext, Classical.choice, Quot.sound]
```

## Formal power series in the coupling

Treating $a$ as the variable of a formal power series with real coefficients gives a different statement of the same content, which the file does not contain. There $1+ca$ and $1-aP$ have constant term $1$ and are invertible, so the invariance would carry no hypotheses, and the limit would become the assertion that the difference of two-term truncations has vanishing coefficients through $a^2$ and coefficient $-c(c+2P)$ at $a^3$. That version is close to how perturbation theory is organised order by order. It would not by itself speak about a numerical value of the coupling or about the poles at $ca=-1$ and $aP=1$, which the real-variable theorems exclude by name.
